# Linear isometries preserve the degree of a solid harmonic, and inversion gives it parity $(-1)^l$

In an LAPW calculation, two symmetry-equivalent atoms may carry local coordinate axes that differ by a rotation or a reflection. Inside each muffin-tin sphere, the wavefunction is expanded in radial functions times spherical harmonics $Y_{lm}$. Suppose the $l=2$ part of the expansion around one atom is rewritten in axes oriented like those of the other, with the origin kept at the same nucleus. Is it still purely $l=2$? And if the operation relating the axes includes inversion, what sign appears?

Both questions concern only the angular factor, so they can be asked of the solid harmonics $r^lY_{lm}$, where $r=|x|$, and of their linear combinations at fixed $l$. Each such function $f$ is smooth, solves the Laplace equation and satisfies $f(tx)=t^lf(x)$ for every real $t$, negative $t$ included. The answer below uses only these properties: for a linear isometry $g$, the function $x\mapsto f(gx)$ is again a solid harmonic of degree $l$, and $f(-gx)=(-1)^l f(gx)$.

```lean
import Mathlib

open Finset

namespace SolidHarmonicIsometry

noncomputable section
```

## Solid harmonics without angles

The argument works in $\mathbb R^d$ for every natural number $d$; the LAPW case is $d=3$. Points are written $x=(x_0,\dots,x_{d-1})$, with the Euclidean inner product $\langle\cdot,\cdot\rangle$. The origin is the nucleus at the centre of the sphere.

```lean
/-- Real Euclidean space of dimension `d`. -/
abbrev Space (d : ℕ) := EuclideanSpace ℝ (Fin d)
```

Let $e_0,\dots,e_{d-1}$ be the Cartesian unit vectors, and let $D^2f(x)[v,w]$ be the second derivative of $f:\mathbb R^d\to\mathbb C$ at $x$ along $v$ and $w$. The Laplacian is

$$\Delta f(x)=\sum_i D^2f(x)[e_i,e_i].$$

In Lean the second derivative is `fderiv` applied twice, and the Cartesian axes are `EuclideanSpace.basisFun`.

```lean
variable {d l : ℕ} {f : Space d → ℂ}

/-- The Laplacian: the sum of the second derivatives along the Cartesian axes. -/
def laplacian (f : Space d → ℂ) (x : Space d) : ℂ :=
  ∑ i, fderiv ℝ (fderiv ℝ f) x (EuclideanSpace.basisFun (Fin d) ℝ i)
    (EuclideanSpace.basisFun (Fin d) ℝ i)
```

A solid harmonic of degree $l$ is a $C^2$ function with $\Delta f=0$ everywhere and

$$f(tx)=t^l f(x)\qquad\text{for all real } t.$$

The three fields of `IsSolidHarmonic` state these conditions. Since `fderiv` returns zero where a function is not differentiable, the field `smooth` is what gives the Laplace equation its usual meaning. The scaling law includes negative $t$, so the behaviour under inversion is part of the definition and is not derived from the Laplace equation. The zero function qualifies for every $l$. No normalisation is imposed, and no index $m$ is singled out. For $d=3$ the functions that satisfy the definition are exactly the linear combinations of the $r^lY_{lm}$ at fixed $l$. This standard fact is not proved here, but it is what turns the main theorem into an answer to the opening question.

```lean
/-- A solid harmonic of degree `l`: a twice continuously differentiable function that solves
the Laplace equation and is homogeneous of degree `l`. -/
structure IsSolidHarmonic (l : ℕ) (f : Space d → ℂ) : Prop where
  smooth : ContDiff ℝ 2 f
  harmonic : ∀ x, laplacian f x = 0
  homogeneous : ∀ (t : ℝ) (x : Space d), f (t • x) = (t : ℂ) ^ l * f x
```

## The Laplacian does not see the orientation of the axes

The Laplacian is the trace of the bilinear form $D^2f(x)$, computed in the Cartesian basis. For any real-bilinear form $B$ with complex values and any two orthonormal bases $v_i$ and $e_j$, expand the first argument as $v_i=\sum_j\langle e_j,v_i\rangle e_j$, exchange the sums, and resum the second argument:

$$\sum_i B(v_i,v_i)=\sum_{j}\sum_i\langle v_i,e_j\rangle B(e_j,v_i)=\sum_j B\Big(e_j,\sum_i\langle v_i,e_j\rangle v_i\Big)=\sum_j B(e_j,e_j).$$

Symmetry of $B$ is not used. The `calc` block has the same three stages: `sum_repr'` supplies each basis expansion, and `sum_comm` exchanges the sums.

```lean
/-- The trace of a bilinear form is the same in any two orthonormal bases. -/
theorem trace_basis_independent (B : Space d →L[ℝ] Space d →L[ℝ] ℂ)
    (v e : OrthonormalBasis (Fin d) ℝ (Space d)) :
    ∑ i, B (v i) (v i) = ∑ j, B (e j) (e j) := by
  calc ∑ i, B (v i) (v i)
      = ∑ i, ∑ j, inner ℝ (e j) (v i) • B (e j) (v i) := by
        -- expand the first argument in the basis e
        refine sum_congr rfl fun i _ => ?_
        have h := congrArg (fun w => B w (v i)) (e.sum_repr' (v i))
        simp only [map_sum, map_smul, _root_.sum_apply,
          smul_apply] at h
        exact h.symm
    _ = ∑ j, ∑ i, inner ℝ (v i) (e j) • B (e j) (v i) := by
        rw [sum_comm]
        refine sum_congr rfl fun j _ => sum_congr rfl fun i _ => ?_
        rw [real_inner_comm]
    _ = ∑ j, B (e j) (e j) := by
        -- resum the second argument in the basis v
        refine sum_congr rfl fun j _ => ?_
        have h := congrArg (B (e j)) (v.sum_repr' (e j))
        simp only [map_sum, map_smul] at h
        exact h
```

Next, let $g$ be a linear isometry. The chain rule gives $D(f\circ g)(y)[w]=Df(gy)[gw]$, because the derivative of a linear map is the map itself. Differentiating once more along $v$ gives

$$D^2(f\circ g)(x)[v,w]=D^2f(gx)[gv,gw].$$

The type `Space d ≃ₗᵢ[ℝ] Space d` consists of the invertible linear isometries. In finite dimension these are all linear isometries of the space to itself, so rotations, reflections and inversion are all included. In the proof, `h1` is the first derivative and `h2` differentiates $y\mapsto Df(gy)$. Composition with $g$ on the right is itself a linear operation on derivatives, and `h3` uses this to obtain the second derivative.

```lean
/-- Chain rule: the second derivative of a C² function in a rotated or reflected frame is the
original second derivative at the transformed point, taken along the transformed directions. -/
theorem second_derivative_comp (hf : ContDiff ℝ 2 f) (g : Space d ≃ₗᵢ[ℝ] Space d)
    (x v w : Space d) :
    fderiv ℝ (fderiv ℝ (fun y => f (g y))) x v w
      = fderiv ℝ (fderiv ℝ f) (g x) (g v) (g w) := by
  let G : Space d →L[ℝ] Space d := g.toContinuousLinearEquiv.toContinuousLinearMap
  have hG : ∀ y, HasFDerivAt (fun z => g z) G y := fun y => G.hasFDerivAt
  have hd : Differentiable ℝ (fderiv ℝ f) :=
    (hf.fderiv_right (m := 1) one_add_one_eq_two.le).differentiable (by norm_num)
  have h1 : fderiv ℝ (fun y => f (g y)) = fun y => (fderiv ℝ f (g y)).comp G := by
    funext y
    exact ((hf.differentiable (by norm_num) (g y)).hasFDerivAt.comp y (hG y)).fderiv
  have h2 : HasFDerivAt (fun y => fderiv ℝ f (g y))
      ((fderiv ℝ (fderiv ℝ f) (g x)).comp G) x :=
    (hd (g x)).hasFDerivAt.comp x (hG x)
  have h3 := (((ContinuousLinearMap.compL ℝ (Space d) (Space d) ℂ).flip G).hasFDerivAt
    (x := fderiv ℝ f (g x))).comp x h2
  have h4 : fderiv ℝ (fun y => (fderiv ℝ f (g y)).comp G) x = _ := h3.fderiv
  rw [h1, h4]
  rfl
```

Put $v=w=e_i$ and sum over $i$. The vectors $ge_i$ again form an orthonormal basis, so the trace identity returns the Cartesian Laplacian at the transformed point:

$$\Delta(f\circ g)(x)=\sum_i D^2f(gx)[ge_i,ge_i]=\Delta f(gx).$$

The Lean proof builds the transformed basis with `.map g` and applies the two preceding results. The function $f$ need only be $C^2$ here; it need not be harmonic.

```lean
/-- The Laplacian of a C² function commutes with every linear isometry of space. -/
theorem laplacian_comp (hf : ContDiff ℝ 2 f) (g : Space d ≃ₗᵢ[ℝ] Space d) (x : Space d) :
    laplacian (fun y => f (g y)) x = laplacian f (g x) := by
  unfold laplacian
  have h := trace_basis_independent (fderiv ℝ (fderiv ℝ f) (g x))
    ((EuclideanSpace.basisFun (Fin d) ℝ).map g) (EuclideanSpace.basisFun (Fin d) ℝ)
  simp only [OrthonormalBasis.map_apply] at h
  rw [← h]
  exact sum_congr rfl fun i _ => second_derivative_comp hf g x _ _
```

## Degree and parity

Now let $f$ be a solid harmonic of degree $l$. The composite $f\circ g$ is $C^2$. It is harmonic, because $\Delta(f\circ g)(x)=\Delta f(gx)=0$. It has degree $l$, because linearity gives

$$f(g(tx))=f(t\,gx)=t^l f(gx).$$

Setting $t=-1$ in the scaling law at the point $gx$ gives $f(-gx)=(-1)^l f(gx)$.

The theorem returns these facts as a conjunction: first the full predicate for `fun x => f (g x)`, then the sign rule for every `x`. In the proof, the `refine` line supplies the smoothness field directly. The three remaining goals are the Laplace equation, the scaling law and the parity, in that order.

```lean
/-- Main theorem: a linear isometry `g` turns a solid harmonic of degree `l` into a solid
harmonic of degree `l`, and using `-g` in place of `g` multiplies the result by `(-1)^l`. -/
theorem solidHarmonic_comp_isometry (hf : IsSolidHarmonic l f)
    (g : Space d ≃ₗᵢ[ℝ] Space d) :
    IsSolidHarmonic l (fun x => f (g x)) ∧
      ∀ x, f (-(g x)) = (-1) ^ l * f (g x) := by
  refine ⟨⟨hf.smooth.comp g.contDiff, fun x => ?_, fun t x => ?_⟩, fun x => ?_⟩
  · rw [laplacian_comp hf.smooth g x]
    exact hf.harmonic (g x)
  · rw [map_smul]
    exact hf.homogeneous t (g x)
  · -- parity is homogeneity at t = -1
    have h := hf.homogeneous (-1) (g x)
    simpa using h
```

In three dimensions every improper operation is minus a rotation. For the angular factor of a muffin-tin expansion, it is therefore enough to treat the rotation and attach the sign $(-1)^l$. The theorem keeps the degree fixed but does not compute the matrix that mixes the $2l+1$ functions of different $m$. Radial functions and the matching to plane waves at the sphere boundary do not enter.

It is not enough for $g$ to be linear and invertible. On $\mathbb R^3$ take $f(x)=x_0^2-x_1^2$, a solid harmonic of degree 2, and the stretch $g(x)=(2x_0,x_1,x_2)$. Then $f(gx)=4x_0^2-x_1^2$, whose Laplacian is $8-2=6$. The scaling and the parity survive, but the Laplace equation fails.

The main theorem also works backwards. If $f\circ g$ is a solid harmonic of degree $l$, composing it with $g^{-1}$ recovers $f$, which is then a solid harmonic of the same degree. Whether a function is a solid harmonic of degree $l$ is thus independent of which orthonormal axes at the nucleus are used.

```lean
/-- A function is a solid harmonic of degree `l` in one orthonormal frame exactly when it is one in
any other orthonormal frame with the same origin. -/
theorem solidHarmonic_frame_iff (g : Space d ≃ₗᵢ[ℝ] Space d) :
    IsSolidHarmonic l (fun x => f (g x)) ↔ IsSolidHarmonic l f := by
  refine ⟨fun h => ?_, fun h => (solidHarmonic_comp_isometry h g).1⟩
  have h' := (solidHarmonic_comp_isometry h g.symm).1
  simpa only [LinearIsometryEquiv.apply_symm_apply] using h'
```

## Only even degrees are unchanged by inversion

With $g$ the identity, the sign rule reads $f(-x)=(-1)^l f(x)$. If $l$ is even, $f$ is invariant under inversion. If $l$ is odd and $f$ is nevertheless invariant, then $f(x)=-f(x)$, so $f(x)=0$ for every $x$. A solid harmonic that is nonzero somewhere is therefore inversion-invariant exactly when $l$ is even. The hypothesis `hne` supplies the point where $f$ does not vanish; the zero function is invariant and is a solid harmonic of every odd degree as well. Invariance here means that the function itself is unchanged. For odd $l$ inversion only reverses its sign, so $|f|^2$ is still invariant, and a wavefunction at an inversion centre may have odd $l$.

```lean
/-- A solid harmonic that is not identically zero is invariant under inversion exactly when
its degree is even. -/
theorem inversion_invariant_iff_even (hf : IsSolidHarmonic l f) (hne : ∃ x, f x ≠ 0) :
    (∀ x, f (-x) = f x) ↔ Even l := by
  have hp : ∀ x, f (-x) = (-1) ^ l * f x :=
    (solidHarmonic_comp_isometry hf (LinearIsometryEquiv.refl ℝ (Space d))).2
  constructor
  · intro h
    by_contra hl
    obtain ⟨x, hx⟩ := hne
    have h1 := hp x
    rw [h x, (Nat.not_even_iff_odd.mp hl).neg_one_pow] at h1
    exact hx (by linear_combination h1 / 2)
  · intro hl x
    rw [hp x, hl.neg_one_pow, one_mul]
```

## Explicit functions of every degree

Let $a\in\mathbb C^d$ satisfy $\sum_i a_i^2=0$, with squares and not absolute squares, and write $a\cdot x=\sum_i a_ix_i$. For $l\ge2$,

$$\Delta (a\cdot x)^l=l(l-1)(a\cdot x)^{l-2}\sum_i a_i^2=0.$$

For $l=0$ and $l=1$ the second derivatives vanish anyway. The scaling law follows from $(a\cdot tx)^l=t^l(a\cdot x)^l$.

In the proof, `L` is the linear map $x\mapsto a\cdot x$, and `he` records that $L(e_i)=a_i$. The power rule `h1` is used once for each derivative, and the final `calc` pulls out the common factor in front of $\sum_i a_i^2$.

```lean
/-- If the complex vector `a` satisfies `∑ aᵢ² = 0`, then `(a · x)^l` is a solid harmonic of
degree `l`. -/
theorem null_power_solidHarmonic (l : ℕ) (a : Fin d → ℂ) (ha : ∑ i, a i ^ 2 = 0) :
    IsSolidHarmonic l (fun x : Space d => (∑ i, a i * (x i : ℂ)) ^ l) := by
  let L : Space d →L[ℝ] ℂ :=
    ∑ i, (EuclideanSpace.proj i : Space d →L[ℝ] ℝ).smulRight (a i)
  have hL : ∀ x, L x = ∑ i, a i * (x i : ℂ) := by
    intro x
    simp [L, _root_.sum_apply, mul_comm]
  have he : ∀ i, L (EuclideanSpace.basisFun (Fin d) ℝ i) = a i := by
    intro i
    rw [hL]
    simp [apply_ite]
  have h1 : ∀ (n : ℕ) (y : Space d),
      HasFDerivAt (fun z => L z ^ n) (((n : ℂ) * L y ^ (n - 1)) • L) y := by
    intro n y
    simpa [nsmul_eq_mul] using (L.hasFDerivAt (x := y)).pow n
  simp only [← hL]
  refine ⟨L.contDiff.pow l, fun x => ?_, fun t x => ?_⟩
  · have h2 : fderiv ℝ (fun z => L z ^ l) = fun y => ((l : ℂ) * L y ^ (l - 1)) • L :=
      funext fun y => (h1 l y).fderiv
    have h3 := (((h1 (l - 1) x).const_mul (l : ℂ)).smul_const L).fderiv
    unfold laplacian
    rw [h2, h3]
    simp only [ContinuousLinearMap.smulRight_apply, smul_apply,
      smul_eq_mul, he]
    -- every term carries the same factor times the square of a component of a
    calc _ = ∑ i, ((l : ℂ) * (((l - 1 : ℕ) : ℂ) * L x ^ (l - 1 - 1))) * a i ^ 2 :=
          sum_congr rfl fun i _ => by ring
      _ = 0 := by rw [← mul_sum, ha, mul_zero]
  · rw [map_smul, Complex.real_smul, mul_pow]
```

In three dimensions, $a=(1,\mathrm i,0)$ satisfies the condition, since $1+\mathrm i^2=0$. The resulting function $(x_0+\mathrm i x_1)^l$ is, up to a constant factor, the solid harmonic $r^lY_{ll}$. It equals 1 at $(1,0,0)$, so the definition admits a nonzero function for every $l$.

```lean
/-- In three dimensions `(x + i y)^l` is a solid harmonic of degree `l`, for every `l`. -/
theorem solidHarmonic_witness (l : ℕ) :
    IsSolidHarmonic l (fun x : Space 3 => ((x 0 : ℂ) + Complex.I * (x 1 : ℂ)) ^ l) := by
  have h := null_power_solidHarmonic l ![1, Complex.I, 0] (by simp [Fin.sum_univ_succ])
  simpa [Fin.sum_univ_three] using h

end

end SolidHarmonicIsometry
```

```lean
#print axioms SolidHarmonicIsometry.solidHarmonic_comp_isometry
#print axioms SolidHarmonicIsometry.solidHarmonic_frame_iff
#print axioms SolidHarmonicIsometry.inversion_invariant_iff_even
```

```
'SolidHarmonicIsometry.solidHarmonic_comp_isometry' depends on axioms: [propext, Classical.choice, Quot.sound]
'SolidHarmonicIsometry.solidHarmonic_frame_iff' depends on axioms: [propext, Classical.choice, Quot.sound]
'SolidHarmonicIsometry.inversion_invariant_iff_even' depends on axioms: [propext, Classical.choice, Quot.sound]
```
